# The leading high-temperature quantum correction to the harmonic free energy is set by $\operatorname{tr}(M^{-1}K)$

Let $K$ be a real symmetric positive definite force-constant matrix, $M$ the diagonal matrix of masses $m_i>0$, and $\omega_i>0$ the frequencies whose squares are the eigenvalues of $M^{-1/2}KM^{-1/2}$. With $h=\hbar/(k_BT)$, the sum below is the quantum free energy minus the classical one, in units of $k_BT$, and

$$\lim_{h\to0^+}\frac1{h^2}\sum_i\Big[\ln\big(2\sinh\tfrac{h\omega_i}{2}\big)-\ln(h\omega_i)\Big]=\frac{\operatorname{tr}(M^{-1}K)}{24}.$$

At every $h>0$ the sum itself lies between $0$ and $h^2\operatorname{tr}(M^{-1}K)/24$.

## Quantum and classical oscillators

Put $x=\hbar\omega/(k_BT)=h\omega$ for one mode. The levels $x(k+\tfrac12)$, in units of $k_BT$, give a geometric series:

$$\sum_{k\ge0}e^{-x(k+1/2)}=\frac{e^{-x/2}}{1-e^{-x}}=\frac1{2\sinh(x/2)}.$$

Minus its logarithm, $\ln(2\sinh(x/2))$, is the quantum free energy in units of $k_BT$. The classical partition function, the phase-space integral divided by $2\pi\hbar$, is $1/x$, with free energy $\ln x$ in the same units.

For a finite harmonic system with fixed $K$, the bound limits the free-energy error of treating the nuclei classically. It needs only the masses and the diagonal force constants, with no diagonalisation.

## The statement in Lean

The finite type `n` labels coordinates, so an atom moving in three dimensions contributes its mass three times. `K.PosDef` includes symmetry, and `hm` says that all masses are positive. `frequency m hK i` is the square root of an eigenvalue of `dynamicalMatrix m K`; its label `i` numbers modes and does not tie a mode to coordinate `i`. `(Matrix.diagonal m)⁻¹` is the matrix inverse, and `𝓝[>] 0` means that $h$ approaches zero from above.

`quantumFreeEnergy` and `classicalFreeEnergy` are defined by the logarithmic sums. The oscillator levels and the classical phase-space result are physical input. Anharmonicity, temperature-dependent force constants and zero-frequency modes, such as the translations and rotations of a free molecule, lie beyond the model.

## An unstable mode

Symmetry of $K$ alone is not enough. Take one coordinate with $m=1$ and $K=-1$. Then $\omega^2=-1$, there is no real frequency, and the classical Boltzmann integral diverges. If Lean's formulas were used anyway, its conventions $\sqrt{-1}=0$ and $\ln0=0$ would make the correction zero, whereas $\operatorname{tr}(M^{-1}K)/24=-1/24$.

## From the trace to the limit

Let $D=M^{-1/2}KM^{-1/2}$, so $D_{ij}=K_{ij}/\sqrt{m_im_j}$, which is symmetric. For $v\ne0$, the vector $u=M^{-1/2}v$ is nonzero and $v^TDv=u^TKu>0$. Hence every eigenvalue is positive, and

$$\sum_i\omega_i^2=\operatorname{tr}D=\sum_i\frac{K_{ii}}{m_i}=\operatorname{tr}(M^{-1}K).$$

For $y\ge0$, the first two terms of the series for $\sinh y$ give $y+y^3/6\le\sinh y$. For an upper bound, use $6^kk!\le(2k+1)!$. This holds at $k=0$; passing to $k+1$ multiplies the left side by $6(k+1)$ and the right by $(2k+2)(2k+3)\ge6(k+1)$. Therefore

$$\sinh y=\sum_{k\ge0}\frac{y^{2k+1}}{(2k+1)!}\le y\sum_{k\ge0}\frac{(y^2/6)^k}{k!}=y\,e^{y^2/6}.$$

Set $y=x/2$ with $x>0$, and $t=x^2/24$. Then $x(1+t)\le2\sinh(x/2)\le xe^t$. Taking logarithms, and using $\ln(1+t)=-\ln\frac1{1+t}\ge1-\frac1{1+t}$, gives

$$\frac{t}{1+t}\le\ln(2\sinh(x/2))-\ln x\le t.$$

Summing over $x=h\omega_i$ proves the bounds at every $h>0$. Dividing one mode's inequality by $h^2$ gives

$$\frac{\omega_i^2/24}{1+h^2\omega_i^2/24}\le\frac{\ln(2\sinh(h\omega_i/2))-\ln(h\omega_i)}{h^2}\le\frac{\omega_i^2}{24}.$$

Both outer terms tend to $\omega_i^2/24$. Summing the finitely many limits gives the result.

## The Lean file

```lean
import Mathlib

open Filter Topology

namespace HarmonicQuantumCorrection

noncomputable section

variable {n : Type*} [Fintype n] [DecidableEq n]

/-- The mass-weighted force-constant matrix `M^(-1/2) K M^(-1/2)`, for positive masses `m i`. -/
def dynamicalMatrix (m : n → ℝ) (K : Matrix n n ℝ) : Matrix n n ℝ :=
  Matrix.diagonal (fun i => (√(m i))⁻¹) * K * Matrix.diagonal (fun i => (√(m i))⁻¹)

/-- The dynamical matrix of a symmetric force-constant matrix is symmetric. -/
theorem dynamicalMatrix_isHermitian (m : n → ℝ) {K : Matrix n n ℝ} (hK : K.IsHermitian) :
    (dynamicalMatrix m K).IsHermitian := by
  refine Matrix.IsHermitian.ext fun i j => ?_
  have h : K j i = K i j := by simpa using hK.apply i j
  simp only [dynamicalMatrix, Matrix.mul_diagonal, Matrix.diagonal_mul, star_trivial]
  rw [h]
  ring

/-- The normal-mode frequencies: square roots of the eigenvalues of the dynamical matrix,
for positive masses and a positive definite force-constant matrix. -/
def frequency (m : n → ℝ) {K : Matrix n n ℝ} (hK : K.PosDef) (i : n) : ℝ :=
  √((dynamicalMatrix_isHermitian m hK.isHermitian).eigenvalues i)

/-- Harmonic quantum free energy in units of `k_B T`, for frequencies `w i > 0` and
`h = ħ / (k_B T) > 0`. -/
def quantumFreeEnergy (w : n → ℝ) (h : ℝ) : ℝ :=
  ∑ i, Real.log (2 * Real.sinh (h * w i / 2))

/-- Harmonic classical free energy in units of `k_B T`, for frequencies `w i > 0` and
`h = ħ / (k_B T) > 0`. -/
def classicalFreeEnergy (w : n → ℝ) (h : ℝ) : ℝ :=
  ∑ i, Real.log (h * w i)

/-- For `x > 0`, the Boltzmann factors of the oscillator levels `x (k + 1/2)` sum to
the partition function `1 / (2 sinh (x/2))`. -/
theorem oscillator_partition {x : ℝ} (hx : 0 < x) :
    HasSum (fun k : ℕ => Real.exp (-(x * (k + 1 / 2)))) (1 / (2 * Real.sinh (x / 2))) := by
  have hr : Real.exp (-x) < 1 := Real.exp_lt_one_iff.2 (by linarith)
  have g := (hasSum_geometric_of_lt_one (Real.exp_pos (-x)).le hr).mul_left (Real.exp (-x / 2))
  -- the Boltzmann factors form a geometric series
  have hterm : (fun k : ℕ => Real.exp (-(x * (k + 1 / 2)))) =
      fun k : ℕ => Real.exp (-x / 2) * Real.exp (-x) ^ k := by
    funext k
    rw [← Real.exp_nat_mul, ← Real.exp_add]
    congr 1
    ring
  have hval : 1 / (2 * Real.sinh (x / 2)) = Real.exp (-x / 2) * (1 - Real.exp (-x))⁻¹ := by
    have a : Real.exp (-x / 2) * Real.exp (x / 2) = 1 := by
      rw [← Real.exp_add, show -x / 2 + x / 2 = 0 by ring, Real.exp_zero]
    have b : Real.exp (-x / 2) * Real.exp (-(x / 2)) = Real.exp (-x) := by
      rw [← Real.exp_add]
      congr 1
      ring
    have e : 1 - Real.exp (-x) = Real.exp (-x / 2) * (2 * Real.sinh (x / 2)) := by
      rw [Real.sinh_eq]
      linear_combination b - a
    have h2 : Real.exp (-x / 2) ≠ 0 := Real.exp_ne_zero _
    rw [e, mul_inv, ← mul_assoc, mul_inv_cancel₀ h2, one_mul, one_div]
  rw [hterm, hval]
  exact g

/-- Every normal-mode frequency is positive when the masses are positive and the
force-constant matrix is positive definite. -/
theorem frequency_pos {m : n → ℝ} (hm : ∀ i, 0 < m i) {K : Matrix n n ℝ} (hK : K.PosDef)
    (i : n) : 0 < frequency m hK i := by
  have hD : (dynamicalMatrix m K).PosDef := by
    rw [Matrix.posDef_iff_dotProduct_mulVec]
    refine ⟨dynamicalMatrix_isHermitian m hK.isHermitian, fun x hx => ?_⟩
    -- pass to the unweighted displacements
    have hy : (fun i => (√(m i))⁻¹ * x i) ≠ 0 := by
      intro h
      apply hx
      funext j
      have hs : (√(m j))⁻¹ ≠ 0 := (inv_pos.2 (Real.sqrt_pos.2 (hm j))).ne'
      exact (mul_eq_zero.1 (congrFun h j)).resolve_left hs
    have pos := hK.dotProduct_mulVec_pos hy
    convert pos using 1
    simp only [dotProduct, Matrix.mulVec, dynamicalMatrix, Matrix.mul_diagonal,
      Matrix.diagonal_mul, star_trivial, Finset.mul_sum]
    refine Finset.sum_congr rfl fun i _ => Finset.sum_congr rfl fun j _ => ?_
    ring
  exact Real.sqrt_pos.2 (hD.eigenvalues_pos i)

/-- For positive masses and a positive definite force-constant matrix, the squared
frequencies sum to `trace (M⁻¹ K)`. -/
theorem sum_frequency_sq {m : n → ℝ} (hm : ∀ i, 0 < m i) {K : Matrix n n ℝ} (hK : K.PosDef) :
    ∑ i, frequency m hK i ^ 2 = ((Matrix.diagonal m)⁻¹ * K).trace := by
  have hinv : (Matrix.diagonal m)⁻¹ = Matrix.diagonal (fun i => (m i)⁻¹) := by
    apply Matrix.inv_eq_right_inv
    rw [Matrix.diagonal_mul_diagonal, ← Matrix.diagonal_one]
    congr 1
    funext i
    exact mul_inv_cancel₀ (hm i).ne'
  have hsq : ∀ i, frequency m hK i ^ 2 =
      (dynamicalMatrix_isHermitian m hK.isHermitian).eigenvalues i := fun i =>
    Real.sq_sqrt (Real.sqrt_pos.1 (frequency_pos hm hK i)).le
  have htr : ∑ i, (dynamicalMatrix_isHermitian m hK.isHermitian).eigenvalues i =
      (dynamicalMatrix m K).trace :=
    (dynamicalMatrix_isHermitian m hK.isHermitian).trace_eq_sum_eigenvalues.symm
  rw [Finset.sum_congr rfl fun i _ => hsq i, htr, hinv]
  simp only [dynamicalMatrix, Matrix.trace, Matrix.diag_apply, Matrix.mul_diagonal,
    Matrix.diagonal_mul]
  refine Finset.sum_congr rfl fun i _ => ?_
  have hs : (√(m i))⁻¹ * (√(m i))⁻¹ = (m i)⁻¹ := by
    rw [← mul_inv, Real.mul_self_sqrt (hm i).le]
  linear_combination K i i * hs

/-- For `y ≥ 0`, the hyperbolic sine lies between `y + y³/6` and `y exp (y²/6)`. -/
theorem sinh_bounds {y : ℝ} (hy : 0 ≤ y) :
    y + y ^ 3 / 6 ≤ Real.sinh y ∧ Real.sinh y ≤ y * Real.exp (y ^ 2 / 6) := by
  constructor
  · have h := sum_le_hasSum (Finset.range 2) (fun k _ => by positivity) (Real.hasSum_sinh y)
    norm_num [Finset.sum_range_succ, Nat.factorial] at h
    linarith
  · have fact : ∀ k : ℕ, 6 ^ k * k.factorial ≤ (2 * k + 1).factorial := by
      intro k
      induction k with
      | zero => simp
      | succ k ih =>
        rw [show 2 * (k + 1) + 1 = (2 * k + 1) + 1 + 1 by ring, Nat.factorial_succ (2 * k + 1 + 1),
          Nat.factorial_succ (2 * k + 1), Nat.factorial_succ k]
        calc 6 ^ (k + 1) * ((k + 1) * k.factorial)
            = (6 * (k + 1)) * (6 ^ k * k.factorial) := by ring
          _ ≤ ((2 * k + 1 + 1 + 1) * (2 * k + 1 + 1)) * (2 * k + 1).factorial :=
              Nat.mul_le_mul (by nlinarith) ih
          _ = _ := by ring
    -- compare the two power series term by term
    refine le_of_tendsto' (Real.hasSum_sinh y).tendsto_sum_nat fun N => ?_
    calc _ ≤ ∑ k ∈ Finset.range N, y * ((y ^ 2 / 6) ^ k / (k.factorial : ℝ)) := by
          refine Finset.sum_le_sum fun k _ => ?_
          have hf : (6 : ℝ) ^ k * (k.factorial : ℝ) ≤ ((2 * k + 1).factorial : ℝ) := by
            exact_mod_cast fact k
          have e : y * ((y ^ 2 / 6) ^ k / (k.factorial : ℝ)) =
              y ^ (2 * k + 1) / (6 ^ k * (k.factorial : ℝ)) := by
            rw [div_pow, ← pow_mul, pow_succ, div_div, mul_div_assoc', mul_comm y]
          rw [e]
          exact div_le_div_of_nonneg_left (by positivity) (by positivity) hf
      _ = y * ∑ k ∈ Finset.range N, (y ^ 2 / 6) ^ k / (k.factorial : ℝ) :=
          (Finset.mul_sum _ _ _).symm
      _ ≤ _ := mul_le_mul_of_nonneg_left (Real.sum_le_exp_of_nonneg (by positivity) N) hy

/-- For one mode with `x = ħω / (k_B T) > 0`, the quantum correction to the free energy lies
between `(x²/24) / (1 + x²/24)` and `x²/24`. -/
theorem mode_bounds {x : ℝ} (hx : 0 < x) :
    x ^ 2 / 24 / (1 + x ^ 2 / 24) ≤ Real.log (2 * Real.sinh (x / 2)) - Real.log x ∧
      Real.log (2 * Real.sinh (x / 2)) - Real.log x ≤ x ^ 2 / 24 := by
  obtain ⟨lo, up⟩ := sinh_bounds (y := x / 2) (by linarith)
  have hs : 0 < Real.sinh (x / 2) := Real.sinh_pos_iff.2 (by linarith)
  have ht : 0 < 1 + x ^ 2 / 24 := by positivity
  constructor
  · have h1 : Real.log (x * (1 + x ^ 2 / 24)) ≤ Real.log (2 * Real.sinh (x / 2)) :=
      Real.log_le_log (by positivity) (by linarith)
    rw [Real.log_mul hx.ne' ht.ne'] at h1
    have h2 := Real.log_le_sub_one_of_pos (inv_pos.2 ht)
    rw [Real.log_inv] at h2
    have h3 : x ^ 2 / 24 / (1 + x ^ 2 / 24) = 1 - (1 + x ^ 2 / 24)⁻¹ := by
      rw [eq_sub_iff_add_eq, div_eq_mul_inv (x ^ 2 / 24) (1 + x ^ 2 / 24)]
      linear_combination mul_inv_cancel₀ ht.ne'
    linarith
  · rw [show (x / 2) ^ 2 / 6 = x ^ 2 / 24 by ring] at up
    have h1 : Real.log (2 * Real.sinh (x / 2)) ≤ Real.log (x * Real.exp (x ^ 2 / 24)) :=
      Real.log_le_log (by positivity) (by linarith)
    rw [Real.log_mul hx.ne' (Real.exp_ne_zero _), Real.log_exp] at h1
    linarith

/-- For positive masses, a positive definite force-constant matrix and any `h > 0`, the quantum
correction to the free energy is nonnegative and at most `h² trace (M⁻¹ K) / 24`. -/
theorem quantum_correction_bounds {m : n → ℝ} (hm : ∀ i, 0 < m i) {K : Matrix n n ℝ}
    (hK : K.PosDef) {h : ℝ} (hh : 0 < h) :
    0 ≤ quantumFreeEnergy (frequency m hK) h - classicalFreeEnergy (frequency m hK) h ∧
      quantumFreeEnergy (frequency m hK) h - classicalFreeEnergy (frequency m hK) h ≤
        h ^ 2 * ((Matrix.diagonal m)⁻¹ * K).trace / 24 := by
  have hb := fun i => mode_bounds (mul_pos hh (frequency_pos hm hK i))
  unfold quantumFreeEnergy classicalFreeEnergy
  rw [← Finset.sum_sub_distrib, ← sum_frequency_sq hm hK, Finset.mul_sum, Finset.sum_div]
  constructor
  · exact Finset.sum_nonneg fun i _ => le_trans (by positivity) (hb i).1
  · refine Finset.sum_le_sum fun i _ => (hb i).2.trans (le_of_eq ?_)
    ring

/-- For positive masses and a positive definite force-constant matrix, the quantum correction to
the harmonic free energy divided by `h²` tends to `trace (M⁻¹ K) / 24` as `h → 0⁺`. -/
theorem quantum_correction_limit {m : n → ℝ} (hm : ∀ i, 0 < m i) {K : Matrix n n ℝ}
    (hK : K.PosDef) :
    Tendsto (fun h : ℝ => (quantumFreeEnergy (frequency m hK) h -
        classicalFreeEnergy (frequency m hK) h) / h ^ 2)
      (𝓝[>] 0) (𝓝 (((Matrix.diagonal m)⁻¹ * K).trace / 24)) := by
  -- each mode is squeezed between its two bounds
  have mode : ∀ w : ℝ, 0 < w → Tendsto (fun h : ℝ =>
      (Real.log (2 * Real.sinh (h * w / 2)) - Real.log (h * w)) / h ^ 2)
      (𝓝[>] 0) (𝓝 (w ^ 2 / 24)) := by
    intro w hw
    have hc : Continuous (fun h : ℝ => w ^ 2 / 24 / (1 + (h * w) ^ 2 / 24)) :=
      Continuous.div (by fun_prop) (by fun_prop) (fun h => by positivity)
    have hl : Tendsto (fun h : ℝ => w ^ 2 / 24 / (1 + (h * w) ^ 2 / 24))
        (𝓝[>] 0) (𝓝 (w ^ 2 / 24)) := by
      have h0 := (hc.tendsto 0).mono_left (nhdsWithin_le_nhds (s := Set.Ioi (0 : ℝ)))
      simpa using h0
    refine tendsto_of_tendsto_of_tendsto_of_le_of_le' hl tendsto_const_nhds ?_ ?_
    · filter_upwards [self_mem_nhdsWithin] with h hh
      have hpos : 0 < h := hh
      rw [le_div_iff₀ (by positivity)]
      refine le_trans (le_of_eq ?_) (mode_bounds (mul_pos hpos hw)).1
      ring
    · filter_upwards [self_mem_nhdsWithin] with h hh
      have hpos : 0 < h := hh
      rw [div_le_iff₀ (by positivity)]
      refine (mode_bounds (mul_pos hpos hw)).2.trans (le_of_eq ?_)
      ring
  -- sum over the modes
  have total := tendsto_finsetSum Finset.univ
    fun i _ => mode (frequency m hK i) (frequency_pos hm hK i)
  rw [← Finset.sum_div, sum_frequency_sq hm hK] at total
  refine total.congr fun h => ?_
  unfold quantumFreeEnergy classicalFreeEnergy
  rw [← Finset.sum_sub_distrib, Finset.sum_div]

end

end HarmonicQuantumCorrection
```

```lean
#print axioms HarmonicQuantumCorrection.oscillator_partition
#print axioms HarmonicQuantumCorrection.quantum_correction_bounds
#print axioms HarmonicQuantumCorrection.quantum_correction_limit
```

```
'HarmonicQuantumCorrection.oscillator_partition' depends on axioms: [propext, Classical.choice, Quot.sound]
'HarmonicQuantumCorrection.quantum_correction_bounds' depends on axioms: [propext, Classical.choice, Quot.sound]
'HarmonicQuantumCorrection.quantum_correction_limit' depends on axioms: [propext, Classical.choice, Quot.sound]
```

## How the lemmas fit together

`oscillator_partition` sums the geometric series and so supports the definition of the quantum free energy; the later lemmas do not use it.

`dynamicalMatrix_isHermitian` supplies the symmetry needed to speak of real eigenvalues. `frequency_pos` changes variables to $u$ and matches the two quadratic forms as double sums. `sum_frequency_sq` identifies the inverse mass matrix, then equates the eigenvalue sum with the trace.

In `sinh_bounds`, `sum_le_hasSum` keeps two terms for the lower bound. The induction `fact` compares factorials, and `le_of_tendsto'` carries the upper bound from partial sums to the full series. `mode_bounds` takes logarithms; `Real.log_le_sub_one_of_pos`, applied to $1/(1+t)$, yields the lower estimate.

`quantum_correction_bounds` adds the mode inequalities. In `quantum_correction_limit`, continuity gives the limit of the lower bound, `tendsto_of_tendsto_of_tendsto_of_le_of_le'` performs the squeeze, and `tendsto_finsetSum` adds the modes.
